# Unitary diagonalisation of t†t with the transmission eigenvalues on the diagonal

For a transmission matrix t between equal, finite numbers of incoming and outgoing channels, `transmission_diagonal` states that there is a unitary V with t†t = V†DV, where D is diagonal and carries the transmission eigenvalues, defined as the eigenvalues of t†t. Here t is any square complex matrix: it is not assumed to be a block of a unitary scattering matrix, and the eigenvalues are not claimed to be at most 1. The proof puts an orthonormal eigenbasis of t†t into the columns of a matrix W, shows t†tW = WD, and takes V = W†.

As first written in Lean, the proof fails:

```lean
import Mathlib

open Matrix

namespace TransmissionDiagonal

noncomputable section

variable {n : Type*} [Fintype n] [DecidableEq n]

/-- The complex diagonal matrix with real entries `d`, one for each channel. -/
def realDiag (d : n → ℝ) : Matrix n n ℂ := diagonal fun i => (d i : ℂ)

/-- The transmission eigenvalues: the eigenvalues of `tᴴ t`. -/
def transmission (t : Matrix n n ℂ) : n → ℝ :=
  (isHermitian_conjTranspose_mul_self t).eigenvalues

/-- The matrix whose columns are the vectors of an orthonormal basis. -/
def basisMatrix (b : OrthonormalBasis n ℂ (EuclideanSpace ℂ n)) : Matrix n n ℂ :=
  Matrix.of fun k i => (b i).ofLp k

/-- A matrix whose columns form an orthonormal basis is unitary. -/
theorem basisMatrix_mem (b : OrthonormalBasis n ℂ (EuclideanSpace ℂ n)) :
    basisMatrix b ∈ unitaryGroup n ℂ := by
  rw [mem_unitaryGroup_iff']
  ext i j
  have h := orthonormal_iff_ite.mp b.orthonormal i j
  rw [PiLp.inner_apply] at h
  rw [mul_apply, one_apply, ← h]
  refine Finset.sum_congr rfl fun k _ => ?_
  simp [basisMatrix, Matrix.star_apply, RCLike.inner_apply, mul_comm]

/-- The matrix `tᴴ t` is diagonal, with the transmission eigenvalues as entries, in a
suitable orthonormal basis of incoming modes. -/
theorem transmission_diagonal (t : Matrix n n ℂ) :
    ∃ V ∈ unitaryGroup n ℂ, tᴴ * t = Vᴴ * realDiag (transmission t) * V := by
  let hA := isHermitian_conjTranspose_mul_self t
  let W := basisMatrix hA.eigenvectorBasis
  have hW : W ∈ unitaryGroup n ℂ := basisMatrix_mem _
  have e : tᴴ * t * W = W * realDiag (transmission t) := by
    ext i j
    rw [realDiag, mul_diagonal]
    refine (congrFun (hA.mulVec_eigenvectorBasis j) i).trans ?_
    rw [Pi.smul_apply, Complex.real_smul, mul_comm]
    rfl
  have hW' : W * Wᴴ = 1 := mem_unitaryGroup_iff.mp hW
  refine ⟨Wᴴ, star_mem hW, ?_⟩
  rw [conjTranspose_conjTranspose, ← e, Matrix.mul_assoc, hW', Matrix.mul_one]

end

end TransmissionDiagonal
```

Compiling this gives:

```
Main.lean:47:14: error(lean.synthInstanceFailed): failed to synthesize instance of type class
  StarMemClass (Submonoid (Matrix n n ℂ)) (Matrix n n ℂ)

Hint: Type class instance resolution failures can be inspected with the `set_option trace.Meta.synthInstance true` command.
```

Cause. The error is in the proof that W† is unitary. The general lemma `star_mem` passes from an element of a set-like object to its star, but it needs a `StarMemClass` instance for the type of that object. Here `unitaryGroup n ℂ` has type `Submonoid (Matrix n n ℂ)`, so the instance would have to say that every submonoid of matrices is closed under the conjugate transpose. That is false in general, and Lean finds no such instance. That the unitary group itself is closed does not help, since the class speaks of the whole type.

The repair proves the membership directly, as `hWs`. `mem_unitaryGroup_iff` turns it into an equation, W† times its star equals 1, and the next two rewrites write that star as a conjugate transpose and cancel the double one. What remains is W†W = 1, which `mem_unitaryGroup_iff'` gives from `hW`. The last change puts `hWs` in the place of `star_mem hW`.

After these edits no error is left:

```diff
@@ -45,5 +45,8 @@
     rfl
   have hW' : W * Wᴴ = 1 := mem_unitaryGroup_iff.mp hW
-  refine ⟨Wᴴ, star_mem hW, ?_⟩
+  have hWs : Wᴴ ∈ unitaryGroup n ℂ := by
+    rw [mem_unitaryGroup_iff, star_eq_conjTranspose, conjTranspose_conjTranspose]
+    exact mem_unitaryGroup_iff'.mp hW
+  refine ⟨Wᴴ, hWs, ?_⟩
   rw [conjTranspose_conjTranspose, ← e, Matrix.mul_assoc, hW', Matrix.mul_one]
 
```
